# Closed-shell Hartree-Fock energies in a finite real basis are stationary exactly at solutions of the Roothaan-Hall equations

The electrons of a closed-shell molecule occupy orbitals expanded in overlapping basis functions, and the orbitals may change only in ways that keep them orthonormal. Which matrix equation says that no such change alters the Hartree-Fock energy to first order?

In Lean 4 with Mathlib:

```lean
import Mathlib

open Matrix

namespace RoothaanHallStationarity

noncomputable section

variable {n N : Type*} [Fintype n] [Fintype N]

/-- A variation `Y` of the orbital coefficients `C` is admissible if it preserves
orthonormality in the overlap metric `S` to first order. -/
def IsAdmissible (S : Matrix n n ℝ) (C Y : Matrix n N ℝ) : Prop :=
  Yᵀ * S * C + Cᵀ * S * Y = 0

omit [Fintype N] in
/-- Displacing orthonormal orbitals along an admissible variation changes their overlap
matrix only at second order in the displacement. -/
theorem overlap_along_variation [DecidableEq N] {S : Matrix n n ℝ} {C Y : Matrix n N ℝ}
    (hC : Cᵀ * S * C = 1) (hY : IsAdmissible S C Y) (t : ℝ) :
    (C + t • Y)ᵀ * S * (C + t • Y) = 1 + t ^ 2 • (Yᵀ * S * Y) := by
  have expand : (C + t • Y)ᵀ * S * (C + t • Y) =
      Cᵀ * S * C + t • (Yᵀ * S * C + Cᵀ * S * Y) + t ^ 2 • (Yᵀ * S * Y) := by
    simp only [transpose_add, transpose_smul, Matrix.add_mul, Matrix.mul_add,
      Matrix.smul_mul, Matrix.mul_smul]
    module
  rw [expand, hC, hY, smul_zero, add_zero]

/-- The trace of an antisymmetric matrix times a symmetric matrix vanishes. -/
theorem trace_antisymm_mul_symm {A L : Matrix N N ℝ} (hA : Aᵀ = -A) (hL : Lᵀ = L) :
    trace (A * L) = 0 := by
  have h : trace (A * L) = -trace (A * L) := by
    calc trace (A * L) = trace (A * L)ᵀ := (trace_transpose _).symm
      _ = -trace (L * A) := by rw [transpose_mul, hA, hL, Matrix.mul_neg, trace_neg]
      _ = -trace (A * L) := by rw [trace_mul_comm]
  linarith

/-- For symmetric `F` and `S` and orthonormal orbitals `C`, the trace `tr(Yᵀ F C)` vanishes for all
admissible variations exactly when `F C = S C (Cᵀ F C)`. -/
theorem stationary_iff_roothaan [DecidableEq N] {F S : Matrix n n ℝ} {C : Matrix n N ℝ}
    (hF : Fᵀ = F) (hS : Sᵀ = S) (hC : Cᵀ * S * C = 1) :
    (∀ Y, IsAdmissible S C Y → trace (Yᵀ * F * C) = 0) ↔
      F * C = S * C * (Cᵀ * F * C) := by
  constructor
  · intro h
    -- the residual of the equations is orthogonal to the orbitals
    obtain ⟨R, hR⟩ : ∃ R, R = F * C - S * C * (Cᵀ * F * C) := ⟨_, rfl⟩
    have hCR : Cᵀ * R = 0 := by
      have e : Cᵀ * (S * C * (Cᵀ * F * C)) = (Cᵀ * S * C) * (Cᵀ * F * C) := by
        simp only [Matrix.mul_assoc]
      rw [hR, Matrix.mul_sub, e, hC, Matrix.one_mul, Matrix.mul_assoc, sub_self]
    -- its projection off the occupied space is an admissible variation
    obtain ⟨Y, hYdef⟩ : ∃ Y, Y = R - C * (Cᵀ * S * R) := ⟨_, rfl⟩
    have hY : Cᵀ * S * Y = 0 := by
      rw [hYdef, Matrix.mul_sub, ← Matrix.mul_assoc (Cᵀ * S) C, hC, Matrix.one_mul,
        sub_self]
    have hY' : Yᵀ * S * C = 0 := by
      have e := congrArg transpose hY
      rw [transpose_mul, transpose_mul, transpose_transpose, hS, transpose_zero] at e
      rw [Matrix.mul_assoc, e]
    have hFC : F * C = R + S * C * (Cᵀ * F * C) := by rw [hR, sub_add_cancel]
    have hYR : Yᵀ * R = Rᵀ * R := by
      rw [hYdef, transpose_sub, transpose_mul, Matrix.sub_mul, Matrix.mul_assoc _ Cᵀ R,
        hCR, Matrix.mul_zero, sub_zero]
    have hsq : Yᵀ * F * C = Rᵀ * R := by
      calc Yᵀ * F * C = Yᵀ * (R + S * C * (Cᵀ * F * C)) := by
            rw [Matrix.mul_assoc, ← hFC]
        _ = Yᵀ * R + (Yᵀ * S * C) * (Cᵀ * F * C) := by
            simp only [Matrix.mul_add, Matrix.mul_assoc]
        _ = Rᵀ * R := by rw [hY', Matrix.zero_mul, add_zero, hYR]
    have h0 := h Y (by rw [IsAdmissible, hY, hY', add_zero])
    rw [hsq] at h0
    simp only [trace, diag_apply, mul_apply, transpose_apply] at h0
    -- a vanishing sum of squares forces the residual to vanish
    have hR0 : R = 0 := by
      ext i j
      have h1 := (Finset.sum_eq_zero_iff_of_nonneg (fun j _ =>
        Finset.sum_nonneg fun i _ => mul_self_nonneg (R i j))).1 h0 j (Finset.mem_univ j)
      have h2 := (Finset.sum_eq_zero_iff_of_nonneg (fun i _ =>
        mul_self_nonneg (R i j))).1 h1 i (Finset.mem_univ i)
      exact mul_self_eq_zero.1 h2
    rw [hR0, zero_add] at hFC
    exact hFC
  · intro h Y hY
    have e : Yᵀ * F * C = (Yᵀ * S * C) * (Cᵀ * F * C) := by
      calc Yᵀ * F * C = Yᵀ * (F * C) := Matrix.mul_assoc _ _ _
        _ = Yᵀ * (S * C * (Cᵀ * F * C)) := congrArg (fun M => Yᵀ * M) h
        _ = _ := by simp only [Matrix.mul_assoc]
    rw [e]
    apply trace_antisymm_mul_symm
    · rw [← eq_neg_of_add_eq_zero_right hY]
      simp only [transpose_mul, transpose_transpose, hS, Matrix.mul_assoc]
    · simp only [transpose_mul, transpose_transpose, hF, Matrix.mul_assoc]

/-- Permutation symmetries of two-electron integrals `v μ ν l s = (μν|ls)` over real
basis functions. -/
structure IntegralSymmetry (v : n → n → n → n → ℝ) : Prop where
  swap : ∀ a b c d, v a b c d = v b a c d
  exch : ∀ a b c d, v a b c d = v c d a b

/-- The closed-shell mean field: twice the Coulomb matrix minus the exchange matrix of the
density matrix `P`. -/
def meanField (v : n → n → n → n → ℝ) (P : Matrix n n ℝ) : Matrix n n ℝ :=
  Matrix.of fun μ ν => ∑ l, ∑ s, P l s * (2 * v μ ν l s - v μ l ν s)

/-- The Fock matrix: core Hamiltonian plus mean field. -/
def fock (h : Matrix n n ℝ) (v : n → n → n → n → ℝ) (P : Matrix n n ℝ) : Matrix n n ℝ :=
  h + meanField v P

/-- The closed-shell Hartree-Fock electronic energy of the density matrix `P`. -/
def energy (h : Matrix n n ℝ) (v : n → n → n → n → ℝ) (P : Matrix n n ℝ) : ℝ :=
  2 * trace (P * h) + trace (P * meanField v P)

/-- For integrals with the usual symmetries, the mean-field interaction of two density
matrices does not depend on which of them generates the field. -/
theorem meanField_reciprocal {v : n → n → n → n → ℝ} (hv : IntegralSymmetry v)
    (A B : Matrix n n ℝ) : trace (A * meanField v B) = trace (B * meanField v A) := by
  have key : ∀ f : n → n → n → n → ℝ,
      ∑ a, ∑ b, ∑ c, ∑ d, f a b c d = ∑ c, ∑ d, ∑ a, ∑ b, f a b c d := by
    intro f
    calc _ = ∑ p : n × n, ∑ q : n × n, f p.1 p.2 q.1 q.2 := by
          simp only [Fintype.sum_prod_type]
      _ = ∑ q : n × n, ∑ p : n × n, f p.1 p.2 q.1 q.2 := Finset.sum_comm
      _ = _ := by simp only [Fintype.sum_prod_type]
  have ket : ∀ a b c d, v a b c d = v a b d c := fun a b c d =>
    (hv.exch a b c d).trans ((hv.swap c d a b).trans (hv.exch d c a b))
  simp only [trace, diag_apply, mul_apply, meanField, of_apply, Finset.mul_sum]
  rw [key]
  refine Finset.sum_congr rfl fun l _ => Finset.sum_congr rfl fun s _ =>
    Finset.sum_congr rfl fun a _ => Finset.sum_congr rfl fun b _ => ?_
  have h1 : v s l a b = v b a l s :=
    (hv.exch s l a b).trans ((hv.swap a b s l).trans (ket b a s l))
  have h2 : v s a l b = v b l a s :=
    (hv.exch s a l b).trans ((hv.swap l b s a).trans (ket b l s a))
  rw [h1, h2]
  ring

/-- The Fock matrix is symmetric if the core Hamiltonian and the density matrix are, and the
integrals have the usual symmetries. -/
theorem fock_symm {h P : Matrix n n ℝ} {v : n → n → n → n → ℝ} (hh : hᵀ = h)
    (hv : IntegralSymmetry v) (hP : Pᵀ = P) : (fock h v P)ᵀ = fock h v P := by
  rw [fock, transpose_add, hh]
  congr 1
  ext μ ν
  simp only [transpose_apply, meanField, of_apply]
  rw [Finset.sum_comm]
  refine Finset.sum_congr rfl fun a _ => Finset.sum_congr rfl fun b _ => ?_
  have h1 : v ν μ b a = v μ ν a b := (hv.swap ν μ b a).trans
    ((hv.exch μ ν b a).trans ((hv.swap b a μ ν).trans (hv.exch a b μ ν)))
  have h2 : P b a = P a b := congrFun (congrFun hP a) b
  rw [h1, h2, hv.exch ν b μ a]

/-- For symmetric `h` and integrals with the usual symmetries, the Hartree-Fock energy
changes along the orbital variation `Y` at the initial rate `4 tr(Yᵀ F C)`. -/
theorem energy_hasDerivAt {h : Matrix n n ℝ} {v : n → n → n → n → ℝ} (hh : hᵀ = h)
    (hv : IntegralSymmetry v) (C Y : Matrix n N ℝ) :
    HasDerivAt (fun t : ℝ => energy h v ((C + t • Y) * (C + t • Y)ᵀ))
      (4 * trace (Yᵀ * fock h v (C * Cᵀ) * C)) 0 := by
  have poly : ∀ a b c d e : ℝ,
      HasDerivAt (fun t : ℝ => a + b * t + c * t ^ 2 + d * t ^ 3 + e * t ^ 4) b 0 := by
    intro a b c d e
    exact (((((hasDerivAt_const (0 : ℝ) a).fun_add ((hasDerivAt_id' (0 : ℝ)).const_mul b)).fun_add
      ((hasDerivAt_pow 2 (0 : ℝ)).const_mul c)).fun_add
      ((hasDerivAt_pow 3 (0 : ℝ)).const_mul d)).fun_add
      ((hasDerivAt_pow 4 (0 : ℝ)).const_mul e)).congr_deriv (by simp)
  have gadd : ∀ A B, meanField v (A + B) = meanField v A + meanField v B := by
    intro A B
    ext μ ν
    simp only [meanField, of_apply, Matrix.add_apply, add_mul, Finset.sum_add_distrib]
  have gsmul : ∀ (t : ℝ) A, meanField v (t • A) = t • meanField v A := by
    intro t A
    ext μ ν
    simp only [meanField, of_apply, Matrix.smul_apply, smul_eq_mul, Finset.mul_sum, mul_assoc]
  -- along this curve the energy is a polynomial in `t`, with slope `2 tr(Q F)` at `t = 0`
  have line : ∀ P Q D : Matrix n n ℝ, HasDerivAt
      (fun t : ℝ => energy h v (P + t • Q + t ^ 2 • D)) (2 * trace (Q * fock h v P)) 0 := by
    intro P Q D
    have e := poly (energy h v P) (2 * trace (Q * fock h v P))
      (2 * trace (D * fock h v P) + trace (Q * meanField v Q))
      (2 * trace (D * meanField v Q)) (trace (D * meanField v D))
    convert e using 1
    funext t
    simp only [energy, fock, gadd, gsmul, Matrix.add_mul, Matrix.mul_add, Matrix.smul_mul,
      Matrix.mul_smul, trace_add, trace_smul, smul_eq_mul]
    rw [meanField_reciprocal hv P Q, meanField_reciprocal hv P D,
      meanField_reciprocal hv Q D]
    ring
  have hP : ∀ t : ℝ, (C + t • Y) * (C + t • Y)ᵀ =
      C * Cᵀ + t • (C * Yᵀ + Y * Cᵀ) + t ^ 2 • (Y * Yᵀ) := by
    intro t
    simp only [transpose_add, transpose_smul, Matrix.add_mul, Matrix.mul_add,
      Matrix.smul_mul, Matrix.mul_smul]
    module
  have hF : (fock h v (C * Cᵀ))ᵀ = fock h v (C * Cᵀ) :=
    fock_symm hh hv (by rw [transpose_mul, transpose_transpose])
  simp only [hP]
  refine (line _ _ _).congr_deriv ?_
  generalize fock h v (C * Cᵀ) = F at hF ⊢
  have t1 : trace (C * Yᵀ * F) = trace (Yᵀ * F * C) := by
    rw [Matrix.mul_assoc, trace_mul_comm]
  have t2 : trace (Y * Cᵀ * F) = trace (Yᵀ * F * C) := by
    rw [← trace_transpose, transpose_mul, transpose_mul, transpose_transpose, hF,
      ← Matrix.mul_assoc, trace_mul_comm, ← Matrix.mul_assoc]
  rw [Matrix.add_mul, trace_add, t1, t2]
  ring

/-- For symmetric `h` and `S`, integrals with the usual symmetries and orthonormal orbitals,
the closed-shell Hartree-Fock energy is stationary under all admissible variations exactly
when the Roothaan-Hall equations hold with multiplier matrix `Cᵀ F C`. -/
theorem hartreeFock_stationary_iff [DecidableEq N] {h S : Matrix n n ℝ}
    {v : n → n → n → n → ℝ} {C : Matrix n N ℝ} (hh : hᵀ = h) (hv : IntegralSymmetry v)
    (hS : Sᵀ = S) (hC : Cᵀ * S * C = 1) :
    (∀ Y, IsAdmissible S C Y →
      HasDerivAt (fun t : ℝ => energy h v ((C + t • Y) * (C + t • Y)ᵀ)) 0 0) ↔
    fock h v (C * Cᵀ) * C = S * C * (Cᵀ * fock h v (C * Cᵀ) * C) := by
  rw [← stationary_iff_roothaan
    (fock_symm hh hv (by rw [transpose_mul, transpose_transpose])) hS hC]
  refine forall_congr' fun Y => imp_congr_right fun _ => ?_
  have hd := energy_hasDerivAt hh hv C Y
  constructor
  · intro h0
    linarith [hd.unique h0]
  · intro h0
    exact hd.congr_deriv (by rw [h0, mul_zero])

end

end RoothaanHallStationarity
```

```lean
#print axioms RoothaanHallStationarity.overlap_along_variation
-- 'RoothaanHallStationarity.overlap_along_variation' depends on axioms: [propext, Classical.choice, Quot.sound]
#print axioms RoothaanHallStationarity.hartreeFock_stationary_iff
-- 'RoothaanHallStationarity.hartreeFock_stationary_iff' depends on axioms: [propext, Classical.choice, Quot.sound]
```

## The condition on the orbitals

The index type `n` labels the basis functions and `N` the doubly occupied orbitals, whose coefficients are the columns of $C$. With overlap matrix $S$, orthonormality reads $C^TSC=1$. A variation $Y$ is admissible (`IsAdmissible`) if

$$Y^TSC+C^TSY=0.$$

By `overlap_along_variation`, the displaced orbitals $C+tY$ then have overlap $1+t^2\,Y^TSY$, so orthonormality fails only at second order. For small $t$, multiplying $C+tY$ on the right by $(1+t^2\,Y^TSY)^{-1/2}$ restores it exactly (for symmetric $S$) and alters the coefficients only at second order, so the first-order energy change is the same as along a path of orthonormal orbitals. Conversely, the initial velocity of any differentiable path of orthonormal orbitals is admissible.

For symmetric $F$ and $S$, `stationary_iff_roothaan` states that $\mathrm{tr}(Y^TFC)=0$ for every admissible $Y$ if and only if

$$FC=SC\varepsilon,\qquad \varepsilon=C^TFC.$$

Here $F$ is any fixed symmetric matrix, and $S$ need not be positive definite. The matrix $\varepsilon$ holds the Lagrange multipliers of the constraint and need not be diagonal. An orthogonal rotation of the occupied orbitals among themselves that diagonalises $\varepsilon$ turns the equation into the generalised eigenvalue problem of the textbooks; it leaves $CC^T$ unchanged, and with it the Fock matrix and the Hartree-Fock energy defined below. Fixing $\varepsilon$ as $C^TFC$ loses no solutions: if $FC=SC\varepsilon$ holds for some matrix $\varepsilon$, multiplying by $C^T$ on the left gives $\varepsilon=C^TFC$.

`hartreeFock_stationary_iff` puts the Hartree-Fock energy in place of the trace. With density matrix $P=CC^T$, core Hamiltonian $h$ and two-electron integrals $(\mu\nu|ls)$, written `v μ ν l s`,

$$E(P)=2\,\mathrm{tr}(Ph)+\mathrm{tr}(P\,G(P)),\qquad F=h+G(P),$$
$$G(P)_{\mu\nu}=\sum_{ls}P_{ls}\,[2(\mu\nu|ls)-(\mu l|\nu s)].$$

Stationarity is expressed by `HasDerivAt … 0 0`: the energy along $C+tY$ has derivative zero at $t=0$. The symmetries of $h$, $S$ and the integrals are hypotheses; they hold for real basis functions and the usual molecular Hamiltonian. The theorem does not address whether a solution exists or whether a stationary point is a minimum.

## Why the residual must vanish

Suppose first that $FC=SC\varepsilon$, and set $A=Y^TSC$. Admissibility says $A^T=C^TSY=-A$, while $\varepsilon^T=\varepsilon$. Hence

$$\mathrm{tr}(Y^TFC)=\mathrm{tr}(A\varepsilon)=\mathrm{tr}(\varepsilon A^T)=-\mathrm{tr}(\varepsilon A)=-\mathrm{tr}(A\varepsilon)=0.$$

This is `trace_antisymm_mul_symm`.

Conversely, suppose the trace vanishes for all admissible $Y$. The residual $R=FC-SC\varepsilon$ satisfies $C^TR=\varepsilon-\varepsilon=0$. Choose

$$Y=R-CC^TSR.$$

Then $C^TSY=C^TSR-C^TSR=0$, and transposing gives $Y^TSC=0$, so $Y$ is admissible. Substituting $FC=R+SC\varepsilon$,

$$Y^TFC=Y^TR+Y^TSC\,\varepsilon=Y^TR=R^TR-R^TSC\,C^TR=R^TR.$$

So $0=\mathrm{tr}(R^TR)=\sum_{ij}R_{ij}^2$, and every entry of $R$ is zero. In the code these steps are `hCR`, `hY`, `hY'`, `hsq` and `hR0`.

## From the trace to the energy

Along the variation, the density matrix is $P+tQ+t^2D$, with $Q=CY^T+YC^T$ and $D=YY^T$. Since $G$ is linear, the energy is a polynomial in $t$ of degree at most four, with linear coefficient

$$2\,\mathrm{tr}(Qh)+\mathrm{tr}(Q\,G(P))+\mathrm{tr}(P\,G(Q)).$$

The integral symmetries give $(sl|\nu\mu)=(\mu\nu|ls)$ and $(s\nu|l\mu)=(\mu l|\nu s)$. Therefore

$$\mathrm{tr}(A\,G(B))=\sum_{\mu\nu ls}A_{\nu\mu}B_{ls}[2(\mu\nu|ls)-(\mu l|\nu s)]=\mathrm{tr}(B\,G(A))$$

for any matrices $A,B$ (`meanField_reciprocal`), and the coefficient becomes $2\,\mathrm{tr}(QF)$.

The same symmetries and $P^T=P$ make $F$ symmetric (`fock_symm`): in the exchange term of $G(P)_{\nu\mu}$, use $(\nu l|\mu s)=(\mu s|\nu l)$ and interchange $l$ and $s$. Both halves of $Q$ then contribute equally:

$$\mathrm{tr}(CY^TF)=\mathrm{tr}(YC^TF)=\mathrm{tr}(Y^TFC).$$

The slope is $4\,\mathrm{tr}(Y^TFC)$, which is `energy_hasDerivAt`. Uniqueness of the derivative turns zero slope into zero trace, and the matrix theorem finishes the proof.

## In a self-consistent-field program

A Roothaan-Hall iteration builds $F$ from $P$, solves the generalised eigenvalue problem for new orbitals, and rebuilds $P$. Its fixed points are stationary points of this closed-shell, finite-basis energy, possibly saddle points.

Many programs monitor convergence through $FPS-SPF$. For orthonormal $C$, this vanishes exactly when $R$ does: multiplying $FPS=SPF$ by $C$ on the right gives $FC=SC\varepsilon$, and conversely $FPS=SC\varepsilon C^TS$ is symmetric, hence equal to its transpose $SPF$.
